# Time-reversal-invariant spin-½ matrices are the real quaternions

A complex $2\times2$ matrix $A$ satisfies $\sigma_y\bar A\sigma_y=A$ if and only if
$$A=a_0-i\,\mathbf a\cdot\boldsymbol\sigma,\qquad a_0\in\mathbb R,\ \mathbf a=(a_x,a_y,a_z)\in\mathbb R^3 .$$
Here $\bar A$ is the entrywise complex conjugate and $\boldsymbol\sigma$ the vector of Pauli matrices. The four real numbers are unique, they multiply as a quaternion does, and $A^\dagger A=(a_0^2+\mathbf a\cdot\mathbf a)I$.

For a single spin-½ without orbital degrees of freedom, this leaves a time-reversal-invariant Hermitian Hamiltonian no choice but $a_0I$: Hermiticity forces $\mathbf a=0$, and the two levels are degenerate.

## A single spin-½

The size $2\times2$ means one spin-½, with indices 0 and 1 for up and down along $z$. Time reversal acts on a spinor by $\Theta\psi=-i\sigma_y\bar\psi$, so
$$\Theta(\psi_0,\psi_1)=(-\bar\psi_1,\bar\psi_0),\qquad \Theta^2=-1 .$$

In Lean, `spinReversal` is $\Theta$, with this choice of phase, and `timeReversed` is the map $A\mapsto\sigma_y\bar A\sigma_y$.

```lean
import Mathlib

open Matrix
open scoped Quaternion ComplexConjugate

namespace TimeReversalQuaternions

noncomputable section

/-- The Pauli matrix `σ_x`. -/
def pauliX : Matrix (Fin 2) (Fin 2) ℂ := !![0, 1; 1, 0]

/-- The Pauli matrix `σ_y`. -/
def pauliY : Matrix (Fin 2) (Fin 2) ℂ := !![0, -Complex.I; Complex.I, 0]

/-- The Pauli matrix `σ_z`. -/
def pauliZ : Matrix (Fin 2) (Fin 2) ℂ := !![1, 0; 0, -1]

/-- Time reversal of a spinor, `ψ ↦ -i σ_y conj(ψ)`. -/
def spinReversal (ψ : Fin 2 → ℂ) : Fin 2 → ℂ :=
  (-Complex.I) • (pauliY *ᵥ fun i => conj (ψ i))

/-- Time reversal of a spin matrix, `A ↦ σ_y conj(A) σ_y`. -/
def timeReversed (A : Matrix (Fin 2) (Fin 2) ℂ) : Matrix (Fin 2) (Fin 2) ℂ :=
  pauliY * A.map (starRingEnd ℂ) * pauliY
```

The results below are specific to this size, and their proofs rest on computations with the entries of $2\times2$ matrices. For two spins the corresponding matrix is $\sigma_y\otimes\sigma_y$, time reversal squares to $+1$, and the invariant matrices form a 16-dimensional real algebra instead of the quaternions.

## Real coefficients

The type `ℍ[ℝ]` carries the reality condition: `q.re`, `q.imI`, `q.imJ`, `q.imK` are the real numbers $a_0,a_x,a_y,a_z$. Inserting the Pauli matrices gives
$$a_0-i\,\mathbf a\cdot\boldsymbol\sigma=\begin{pmatrix}a_0-ia_z&-a_y-ia_x\\a_y-ia_x&a_0+ia_z\end{pmatrix}.$$

```lean
/-- The matrix `a0 - i a·σ` of the real quaternion with scalar part `a0` and vector part `a`. -/
def quaternionMatrix (q : ℍ[ℝ]) : Matrix (Fin 2) (Fin 2) ℂ :=
  (q.re : ℂ) • (1 : Matrix (Fin 2) (Fin 2) ℂ) - Complex.I •
    ((q.imI : ℂ) • pauliX + (q.imJ : ℂ) • pauliY + (q.imK : ℂ) • pauliZ)

/-- The entries of `a0 - i a·σ`, each written by its real and imaginary part. -/
theorem quaternionMatrix_eq (q : ℍ[ℝ]) : quaternionMatrix q =
    !![⟨q.re, -q.imK⟩, ⟨-q.imJ, -q.imI⟩; ⟨q.imJ, -q.imI⟩, ⟨q.re, q.imK⟩] := by
  ext i j
  fin_cases i <;> fin_cases j <;> apply Complex.ext <;>
    simp [quaternionMatrix, pauliX, pauliY, pauliZ]
```

The proof of `quaternionMatrix_eq` compares real and imaginary parts entry by entry, a method used again in most of the later proofs.

With complex coefficients every $2\times2$ matrix has this form, so having it would not imply invariance. For example, $\sigma_z$ has $a_0=0$ and $\mathbf a=(0,0,i)$. It is not invariant, and $\sigma_z^\dagger\sigma_z=I$ although $a_0^2+\mathbf a\cdot\mathbf a=-1$.

## Invariance under time reversal

Multiplying out,
$$\sigma_y\bar A\sigma_y=\begin{pmatrix}\bar A_{11}&-\bar A_{10}\\-\bar A_{01}&\bar A_{00}\end{pmatrix}.$$
Setting this equal to $A$ gives four equations, which are two equations and their conjugates:
$$A_{11}=\bar A_{00},\qquad A_{10}=-\bar A_{01}.$$
This is `timeReversed_eq_iff`, whose intermediate statement `e` is the matrix above.

```lean
/-- A matrix is time-reversal invariant exactly when its second row is fixed by its first row
through `A₁₁ = conj A₀₀` and `A₁₀ = -conj A₀₁`. -/
theorem timeReversed_eq_iff (A : Matrix (Fin 2) (Fin 2) ℂ) :
    timeReversed A = A ↔ A 1 1 = conj (A 0 0) ∧ A 1 0 = -conj (A 0 1) := by
  have e : timeReversed A =
      !![conj (A 1 1), -conj (A 1 0); -conj (A 0 1), conj (A 0 0)] := by
    ext i j
    fin_cases i <;> fin_cases j <;> apply Complex.ext <;>
      simp [timeReversed, pauliY, Matrix.mul_apply, Matrix.vecMul, dotProduct,
        Fin.sum_univ_two]
  rw [e]
  constructor
  · intro h
    have h1 : conj (A 0 0) = A 1 1 := congrFun (congrFun h 1) 1
    have h2 : -conj (A 0 1) = A 1 0 := congrFun (congrFun h 1) 0
    exact ⟨h1.symm, h2.symm⟩
  · rintro ⟨h1, h2⟩
    ext i j
    fin_cases i <;> fin_cases j <;> simp [h1, h2]
```

Physically, the condition says that $A$ commutes with $\Theta$. The components of $A\Theta\psi=\Theta A\psi$ are
$$-A_{00}\bar\psi_1+A_{01}\bar\psi_0=-\bar A_{10}\bar\psi_0-\bar A_{11}\bar\psi_1,$$
$$-A_{10}\bar\psi_1+A_{11}\bar\psi_0=\bar A_{00}\bar\psi_0+\bar A_{01}\bar\psi_1 .$$
The two relations make both equations true for every $\psi$. Conversely, spin up, $\psi=(1,0)$, already gives $A_{01}=-\bar A_{10}$ and $A_{11}=\bar A_{00}$. The Lean proof uses the same spinor, `![1, 0]`.

```lean
/-- A matrix satisfies `σ_y conj(A) σ_y = A` exactly when it commutes with time reversal
on all spinors. -/
theorem commutes_spinReversal_iff (A : Matrix (Fin 2) (Fin 2) ℂ) :
    (∀ ψ, A *ᵥ spinReversal ψ = spinReversal (A *ᵥ ψ)) ↔ timeReversed A = A := by
  have hv : ∀ (v : Fin 2 → ℂ) (i : Fin 2), (A *ᵥ v) i = A i 0 * v 0 + A i 1 * v 1 := by
    intro v i
    simp [Matrix.mulVec, dotProduct, Fin.sum_univ_two]
  have t0 : ∀ ψ, spinReversal ψ 0 = -conj (ψ 1) := by
    intro ψ
    apply Complex.ext <;>
      simp [spinReversal, pauliY, dotProduct, Fin.sum_univ_two]
  have t1 : ∀ ψ, spinReversal ψ 1 = conj (ψ 0) := by
    intro ψ
    apply Complex.ext <;>
      simp [spinReversal, pauliY, dotProduct, Fin.sum_univ_two]
  rw [timeReversed_eq_iff]
  constructor
  · intro h
    -- the spin-up spinor already fixes both relations
    have k0 := congrFun (h ![1, 0]) 0
    have k1 := congrFun (h ![1, 0]) 1
    simp only [hv, t0, t1] at k0 k1
    simp at k0 k1
    exact ⟨k1, by rw [k0]; simp⟩
  · rintro ⟨h1, h2⟩ ψ
    refine funext (Fin.forall_fin_two.2 ⟨?_, ?_⟩)
    · simp only [hv, t0, t1, h1, h2, map_add, map_mul, map_neg, Complex.conj_conj]
      ring
    · simp only [hv, t0, t1, h1, h2, map_add, map_mul]
      ring
```

The first row of an invariant matrix now determines the parameters:
$$a_0=\operatorname{Re}A_{00},\quad a_x=-\operatorname{Im}A_{01},\quad a_y=-\operatorname{Re}A_{01},\quad a_z=-\operatorname{Im}A_{00}.$$
The two relations then reproduce the second row. In the other direction, the explicit matrix satisfies both relations because its parameters are real. Two parameter sets with the same matrix have the same first row, hence agree; this is `quaternionMatrix_injective`, and it supplies the uniqueness in `∃!`.

```lean
/-- Different real parameters `(a0, a)` give different matrices `a0 - i a·σ`. -/
theorem quaternionMatrix_injective : Function.Injective quaternionMatrix := by
  intro p q h
  rw [quaternionMatrix_eq, quaternionMatrix_eq] at h
  have a : (⟨p.re, -p.imK⟩ : ℂ) = ⟨q.re, -q.imK⟩ := congrFun (congrFun h 0) 0
  have b : (⟨-p.imJ, -p.imI⟩ : ℂ) = ⟨-q.imJ, -q.imI⟩ := congrFun (congrFun h 0) 1
  have a1 : p.re = q.re := congrArg Complex.re a
  have a2 : -p.imK = -q.imK := congrArg Complex.im a
  have b1 : -p.imJ = -q.imJ := congrArg Complex.re b
  have b2 : -p.imI = -q.imI := congrArg Complex.im b
  apply Quaternion.ext <;> linarith

/-- A complex 2×2 matrix satisfies `σ_y conj(A) σ_y = A` if and only if `A = a0 - i a·σ` for
a real `a0` and a real vector `a`, which are then unique. -/
theorem timeReversed_eq_self_iff_quaternion (A : Matrix (Fin 2) (Fin 2) ℂ) :
    timeReversed A = A ↔ ∃! q : ℍ[ℝ], A = quaternionMatrix q := by
  constructor
  · intro h
    obtain ⟨h1, h2⟩ := (timeReversed_eq_iff A).1 h
    -- read the four real parameters off the first row
    let q : ℍ[ℝ] := QuaternionAlgebra.mk (A 0 0).re (-(A 0 1).im) (-(A 0 1).re) (-(A 0 0).im)
    have hq : A = quaternionMatrix q := by
      rw [quaternionMatrix_eq]
      ext i j
      fin_cases i <;> fin_cases j <;> apply Complex.ext <;> simp [q, h1, h2]
    exact ⟨q, hq, fun p hp => quaternionMatrix_injective (hp.symm.trans hq)⟩
  · rintro ⟨q, hq, -⟩
    have hq' : A = quaternionMatrix q := hq
    rw [hq', timeReversed_eq_iff, quaternionMatrix_eq]
    constructor <;> apply Complex.ext <;> simp
```

Without invariance the second row is free, and real parameters no longer suffice. A Zeeman term $\mathbf b\cdot\boldsymbol\sigma$ with a real fixed field $\mathbf b\neq0$ is such a case: each Pauli matrix changes sign under `timeReversed`.

## Quaternion products and the norm

From $(\mathbf a\cdot\boldsymbol\sigma)(\mathbf b\cdot\boldsymbol\sigma)=\mathbf a\cdot\mathbf b+i(\mathbf a\times\mathbf b)\cdot\boldsymbol\sigma$ it follows that
$$(a_0-i\mathbf a\cdot\boldsymbol\sigma)(b_0-i\mathbf b\cdot\boldsymbol\sigma)=(a_0b_0-\mathbf a\cdot\mathbf b)-i(a_0\mathbf b+b_0\mathbf a+\mathbf a\times\mathbf b)\cdot\boldsymbol\sigma .$$
This is the quaternion product, with units $-i\sigma_x,-i\sigma_y,-i\sigma_z$. Sums and real multiples also match, so `quaternionHom` is a homomorphism of real algebras. Its fields verify these rules entrywise.

```lean
/-- The map `(a0, a) ↦ a0 - i a·σ` as a homomorphism of real algebras from the quaternions
to the spin matrices. -/
def quaternionHom : ℍ[ℝ] →ₐ[ℝ] Matrix (Fin 2) (Fin 2) ℂ where
  toFun := quaternionMatrix
  map_one' := by
    ext i j
    fin_cases i <;> fin_cases j <;> apply Complex.ext <;> simp [quaternionMatrix_eq]
  map_mul' p q := by
    ext i j
    fin_cases i <;> fin_cases j <;> apply Complex.ext <;>
      simp [quaternionMatrix_eq, Matrix.mul_apply, Fin.sum_univ_two] <;> ring
  map_zero' := by
    ext i j
    fin_cases i <;> fin_cases j <;> apply Complex.ext <;> simp [quaternionMatrix_eq]
  map_add' p q := by
    ext i j
    fin_cases i <;> fin_cases j <;> apply Complex.ext <;>
      simp [quaternionMatrix_eq] <;> ring
  commutes' r := by
    rw [Algebra.algebraMap_eq_smul_one, Algebra.algebraMap_eq_smul_one]
    ext i j
    fin_cases i <;> fin_cases j <;> apply Complex.ext <;> simp [quaternionMatrix_eq]
```

The next theorem combines injectivity with the characterisation of invariant matrices: the image of `quaternionHom` consists of exactly those matrices.

```lean
/-- The quaternions embed injectively, as a real algebra, into the spin matrices, and the image
consists of exactly the time-reversal-invariant matrices. -/
theorem quaternions_are_invariant_matrices :
    Function.Injective quaternionHom ∧
      ∀ A, A ∈ quaternionHom.range ↔ timeReversed A = A := by
  refine ⟨quaternionMatrix_injective, fun A => ?_⟩
  rw [AlgHom.mem_range, timeReversed_eq_self_iff_quaternion]
  constructor
  · rintro ⟨q, hq⟩
    have hq' : quaternionMatrix q = A := hq
    exact ⟨q, hq'.symm, fun p hp => quaternionMatrix_injective (hp.symm.trans hq'.symm)⟩
  · rintro ⟨q, hq, -⟩
    exact ⟨q, hq.symm⟩
```

Reality is needed once more for the adjoint. Since $a_0$ and $\mathbf a$ are real and the Pauli matrices Hermitian, $A^\dagger=a_0+i\mathbf a\cdot\boldsymbol\sigma$, the matrix of the conjugate quaternion `star q`. Therefore
$$A^\dagger A=a_0^2+(\mathbf a\cdot\boldsymbol\sigma)^2=(a_0^2+\mathbf a\cdot\mathbf a)I,$$
where the terms linear in $\mathbf a$ cancel.

```lean
/-- The Hermitian adjoint of `a0 - i a·σ` is the matrix of the conjugate quaternion. -/
theorem quaternionMatrix_conjTranspose (q : ℍ[ℝ]) :
    (quaternionMatrix q)ᴴ = quaternionMatrix (star q) := by
  ext i j
  fin_cases i <;> fin_cases j <;> apply Complex.ext <;>
    simp [quaternionMatrix_eq, Matrix.conjTranspose_apply]

/-- For `A = a0 - i a·σ` the product `A†A` is `a0² + a·a` times the identity. -/
theorem conjTranspose_mul_self (q : ℍ[ℝ]) :
    (quaternionMatrix q)ᴴ * quaternionMatrix q =
      ((q.re ^ 2 + (q.imI ^ 2 + q.imJ ^ 2 + q.imK ^ 2) : ℝ) : ℂ) • 1 := by
  ext i j
  fin_cases i <;> fin_cases j <;> apply Complex.ext <;>
    simp [quaternionMatrix_eq, Matrix.mul_apply, Fin.sum_univ_two, pow_two] <;> ring
```

As an instance, take $a_0=1$ and $\mathbf a=(2,2,4)$:
$$A=\begin{pmatrix}1-4i&-2-2i\\2-2i&1+4i\end{pmatrix}.$$
Each column has squared length $17+8=25=1+4+4+16$. The upper off-diagonal entry of $A^\dagger A$ is $(1+4i)(-2-2i)+(2+2i)(1+4i)=0$, and the lower one is its conjugate. Thus $A^\dagger A=25I$ and $A^{-1}=A^\dagger/25$.

In the limiting case $\mathbf a=0$ the matrix is $a_0I$ and the norm formula reduces to $a_0^2I$.

## A nonzero matrix

The last theorem assumes invariance, `hA`, and $A\neq0$, `h0`. Physically, `h0` excludes only the operator that annihilates every spinor. By the two relations,
$$\det A=A_{00}A_{11}-A_{01}A_{10}=|A_{00}|^2+|A_{01}|^2 .$$
If this vanishes, the first row is zero, the relations make the second row zero, and $A=0$, contrary to `h0`. The Lean proof follows this argument: `hs` is the vanishing sum of squared moduli, and `z0` and `z1` are the two vanishing entries.

```lean
/-- Every nonzero time-reversal-invariant 2×2 matrix is invertible. -/
theorem isUnit_of_invariant (A : Matrix (Fin 2) (Fin 2) ℂ)
    (hA : timeReversed A = A) (h0 : A ≠ 0) : IsUnit A := by
  obtain ⟨h1, h2⟩ := (timeReversed_eq_iff A).1 hA
  rw [Matrix.isUnit_iff_isUnit_det, isUnit_iff_ne_zero]
  intro hd
  apply h0
  -- the determinant is the sum of the squared moduli of the first row
  have hs : Complex.normSq (A 0 0) + Complex.normSq (A 0 1) = 0 := by
    rw [Matrix.det_fin_two, h1, h2] at hd
    have hr := congrArg Complex.re hd
    simp only [Complex.sub_re, Complex.mul_re, Complex.neg_re, Complex.neg_im,
      Complex.conj_re, Complex.conj_im, Complex.zero_re] at hr
    rw [Complex.normSq_apply, Complex.normSq_apply]
    linarith
  have p0 := Complex.normSq_nonneg (A 0 0)
  have p1 := Complex.normSq_nonneg (A 0 1)
  have z0 : A 0 0 = 0 := Complex.normSq_eq_zero.1 (by linarith)
  have z1 : A 0 1 = 0 := Complex.normSq_eq_zero.1 (by linarith)
  ext i j
  fin_cases i <;> fin_cases j <;> simp [h1, h2, z0, z1]

end

end TimeReversalQuaternions
```

Both assumptions are needed. The zero matrix is invariant but not invertible, and the spin-up projector $\operatorname{diag}(1,0)$ is nonzero but neither invariant nor invertible.

```lean
#print axioms TimeReversalQuaternions.quaternions_are_invariant_matrices
-- 'TimeReversalQuaternions.quaternions_are_invariant_matrices' depends on axioms: [propext, Classical.choice, Quot.sound]
#print axioms TimeReversalQuaternions.quaternionMatrix_conjTranspose
-- 'TimeReversalQuaternions.quaternionMatrix_conjTranspose' depends on axioms: [propext, Classical.choice, Quot.sound]
#print axioms TimeReversalQuaternions.conjTranspose_mul_self
-- 'TimeReversalQuaternions.conjTranspose_mul_self' depends on axioms: [propext, Classical.choice, Quot.sound]
#print axioms TimeReversalQuaternions.isUnit_of_invariant
-- 'TimeReversalQuaternions.isUnit_of_invariant' depends on axioms: [propext, Classical.choice, Quot.sound]
```
